# Restriction to K of class functions induced from H, for finite G = KH

## Site symmetry under descent

When the orbitals on a set of equivalent atoms are classified and the point group is then lowered from $G$ to a subgroup $K$, the two classifications can be compared through induced characters. The site symmetry that survives is treated here as a subgroup of $K$, so that one definition of induction serves both groups.

Let $H$ be the subgroup of $G$ that leaves one atom in place. The orbitals on that atom have a character $\psi$ of $H$, and the orbitals on all the equivalent atoms have the character of $G$ induced from $\psi$. Here $\psi$ is a function on a group and not a wavefunction, and $H$ is not a Hamiltonian.

After the descent there are two routes to the character of $K$. One restricts the induced character from $G$ to $K$. The other first lowers the site symmetry to $H\cap K$ and then induces to $K$. They agree if every element of $G$ is a product $kh$ with $k\in K$ and $h\in H$, written $G=KH$. Physically, this condition says that the operations of $K$ still carry the chosen atom to every equivalent one.

In ammonia, with $G=C_{3v}$, the site group of a hydrogen atom is $H=\{E,\sigma\}$. The rotations $K=C_3$ still permute all three hydrogens, so $G=KH$. If one hydrogen is substituted, only a mirror group remains, the three hydrogen positions fall into two sets, and the condition fails.

In electronic-structure work, the result gives the character of the whole set of site orbitals directly in the lower group, from the character of one site under $H\cap K$. It applies to a finite point group and one set of equivalent sites that all remain equivalent under $K$.

## The statement in words

For a finite group $G$ and a function $\psi:H\to\mathbb C$, extend $\psi$ to $\dot\psi$ on $G$ by zero outside $H$. The induced function is

$$
\operatorname{Ind}_H^G\psi(g)=\frac1{|H|}\sum_{x\in G}\dot\psi(x^{-1}gx).
$$

A class function takes equal values on conjugate elements. The main theorem, `factorises_iff_restrict_ind`, says that $G=KH$ holds exactly when

$$
\operatorname{Res}_K\operatorname{Ind}_H^G\psi
=\operatorname{Ind}_{H\cap K}^K\operatorname{Res}_{H\cap K}\psi
$$

for every class function $\psi$ on $H$. Mackey's formula treats arbitrary $H$ and $K$ with one term for each double coset $KxH$; the identity here is its case of a single double coset.

The Lean objects correspond to this as follows.

- `Factorises K H` is the condition $G=KH$, with the factor from $K$ on the left.
- `IsClassFn ψ` is the class-function condition, taken within $H$.
- `conjValue H ψ g x` is $\dot\psi(x^{-1}gx)$, and `ind H ψ` is the induced function.
- `H.subgroupOf K` is $H\cap K$ as a subgroup of $K$, and `resInter K H ψ` is the restriction of $\psi$ to it.

The theorems concern complex functions and construct no representation. The step to a molecule takes as physical input that the symmetry operations carry the orbitals on equivalent atoms into one another. That these orbitals then have the character given by `ind` is a standard result, not proved here.

## Counting factorisations

Fix $g$ and put $F(x)=\dot\psi(x^{-1}gx)$. For $h\in H$,

$$
F(xh)=\dot\psi\bigl(h^{-1}(x^{-1}gx)h\bigr)=F(x).
$$

Conjugation by $h$ neither brings an element into $H$ nor takes one out of it, and $\psi$ is a class function on $H$.

Let $n(x)$ be the number of $y\in K$ with $y^{-1}x\in H$, which is the number of ways to write $x$ as a product from $K$ and $H$. If $x=kh$, then $y^{-1}kh\in H$ exactly when $y^{-1}k\in H$. The map $y\mapsto y^{-1}k$ is a bijection of $K$ onto itself, so $n(x)=|H\cap K|$. If $x$ has no factorisation, $n(x)=0$.

For any $F$ with $F(xh)=F(x)$, exchanging the sums and setting $x=kh$ gives

$$
\sum_{x\in G}n(x)F(x)=\sum_{k\in K}\sum_{h\in H}F(kh)=|H|\sum_{k\in K}F(k).
$$

If $G=KH$, the weight is $|H\cap K|$ throughout, and division by $|H|\,|H\cap K|$ yields

$$
\frac1{|H|}\sum_{x\in G}F(x)=\frac1{|H\cap K|}\sum_{k\in K}F(k).
$$

For $g\in K$ the left side is $\operatorname{Ind}_H^G\psi(g)$. On the right, $k^{-1}gk$ lies in $K$, so it lies in $H$ exactly when it lies in $H\cap K$. The right side is therefore the function induced from $H\cap K$ to $K$.

For the converse, take $\psi=1$ and evaluate both sides at the identity:

$$
\frac{|G|}{|H|}=\frac{|K|}{|H\cap K|},\qquad\text{so}\qquad |G|\,|H\cap K|=|K|\,|H|.
$$

The weighted sum with $F=1$ gives $\sum_x n(x)=|H|\,|K|$. If some element had no factorisation, its term would be zero while every other term is at most $|H\cap K|$. The sum would then be less than $|G|\,|H\cap K|$, a contradiction.

## Trivial intersection and the dihedral groups

Suppose that $G=KH$ and $H\cap K=\{1\}$. Let $k\in K$ with $k\ne1$, and write $x=ab$ with $a\in K$, $b\in H$. If $x^{-1}kx=b^{-1}(a^{-1}ka)b$ were in $H$, then $a^{-1}ka$ would be in $H\cap K$, which forces $k=1$. Every term of the induced sum at $k$ is therefore zero. At the identity the value is $(|G|/|H|)\psi(1)=|K|\psi(1)$. The restricted function is thus $\psi(1)$ times the regular character of $K$, and this needs no class-function condition on $\psi$.

For the three hydrogen $1s$ orbitals of ammonia, the character on $C_3$ is $3,0,0$: each irreducible representation of $C_3$ occurs once.

The factorisation used for ammonia exists in every dihedral group, and the point groups $C_{nv}$ are of this type. In Lean's `DihedralGroup n`, `r i` is a rotation and `sr i` a reflection. A rotation is itself times the identity, and a reflection is a rotation times the fixed reflection `sr 0`. The theorem also admits `n = 0`, where the group is infinite; the results on induction apply for $n\ge1$.

## The Lean file

```lean
import Mathlib

open scoped Classical

noncomputable section

namespace DescentOfInducedCharacters

variable {G : Type*} [Group G]

/-- Every element of the group is a product `k * h` with `k` in `K` and `h` in `H`. -/
def Factorises (K H : Subgroup G) : Prop :=
  ∀ g : G, ∃ k ∈ K, ∃ h ∈ H, g = k * h

/-- A class function takes the same value on conjugate elements. -/
def IsClassFn (f : G → ℂ) : Prop := ∀ a b : G, f (a⁻¹ * b * a) = f b

/-- The value of `ψ` at the conjugate `x⁻¹ g x`, set to zero if that conjugate is outside `H`. -/
def conjValue (H : Subgroup G) (ψ : H → ℂ) (g x : G) : ℂ :=
  if m : x⁻¹ * g * x ∈ H then ψ ⟨x⁻¹ * g * x, m⟩ else 0

/-- The restriction of a function on `H` to the intersection of `H` and `K`, the latter
regarded as a subgroup of `K`. -/
def resInter (K H : Subgroup G) (ψ : H → ℂ) : H.subgroupOf K → ℂ :=
  fun y => ψ ⟨((y : K) : G), Subgroup.mem_subgroupOf.mp y.2⟩

/-- The number of ways to write `x` as a product of an element of `K` and an element of `H`, set to
zero if there are infinitely many. -/
def factorCount (K H : Subgroup G) (x : G) : ℕ :=
  Nat.card {k : K // (k : G)⁻¹ * x ∈ H}

/-- For a class function on `H`, the conjugate value does not change when the conjugating
element is multiplied on the right by an element of `H`. -/
theorem conjValue_mul_right (H : Subgroup G) (ψ : H → ℂ) (hψ : IsClassFn ψ) (g x h : G)
    (hh : h ∈ H) : conjValue H ψ g (x * h) = conjValue H ψ g x := by
  have e : (x * h)⁻¹ * g * (x * h) = h⁻¹ * (x⁻¹ * g * x) * h := by group
  unfold conjValue
  by_cases m : x⁻¹ * g * x ∈ H
  · have m' : (x * h)⁻¹ * g * (x * h) ∈ H := by
      rw [e]
      exact H.mul_mem (H.mul_mem (H.inv_mem hh) m) hh
    have key : (⟨(x * h)⁻¹ * g * (x * h), m'⟩ : H)
        = (⟨h, hh⟩ : H)⁻¹ * ⟨x⁻¹ * g * x, m⟩ * ⟨h, hh⟩ := Subtype.ext e
    rw [dif_pos m, dif_pos m', key]
    exact hψ _ _
  · have m' : ¬ (x * h)⁻¹ * g * (x * h) ∈ H := by
      intro q
      apply m
      have q' := H.mul_mem (H.mul_mem hh q) (H.inv_mem hh)
      have e2 : h * ((x * h)⁻¹ * g * (x * h)) * h⁻¹ = x⁻¹ * g * x := by group
      rwa [e2] at q'
    rw [dif_neg m, dif_neg m']

/-- A product `k * h` with `k` in `K` and `h` in `H` has as many such factorisations as there
are elements common to `H` and `K`. -/
theorem factorCount_mul (K H : Subgroup G) (k h : G) (hk : k ∈ K) (hh : h ∈ H) :
    factorCount K H (k * h) = Nat.card (H.subgroupOf K) := by
  refine Nat.card_congr (((Equiv.inv K).trans (Equiv.mulRight ⟨k, hk⟩)).subtypeEquiv ?_)
  intro y
  change (y : G)⁻¹ * (k * h) ∈ H ↔ (y : G)⁻¹ * k ∈ H
  rw [← mul_assoc]
  exact mul_mem_cancel_right hh

variable [Fintype G]

/-- The function induced from `H` to the finite group `G`: the sum of the conjugate values
over all group elements, divided by the order of `H`. -/
def ind (H : Subgroup G) (ψ : H → ℂ) (g : G) : ℂ :=
  (Nat.card H : ℂ)⁻¹ * ∑ x : G, conjValue H ψ g x

/-- If `F` is unchanged by right multiplication with elements of `H`, its sum over `G`, weighted
by the number of factorisations, is the order of `H` times its sum over `K`. -/
theorem sum_factorCount (K H : Subgroup G) (F : G → ℂ)
    (hF : ∀ x h : G, h ∈ H → F (x * h) = F x) :
    ∑ x : G, (factorCount K H x : ℂ) * F x = (Nat.card H : ℂ) * ∑ k : K, F k := by
  have c : ∀ x : G, (factorCount K H x : ℂ)
      = ∑ k : K, if (k : G)⁻¹ * x ∈ H then (1 : ℂ) else 0 := by
    intro x
    rw [factorCount, Nat.card_eq_fintype_card, Fintype.card_subtype, Finset.sum_boole]
  have hc : Nat.card H = (Finset.univ.filter (fun y : G => y ∈ H)).card := by
    rw [Nat.card_eq_fintype_card]
    exact Fintype.card_subtype _
  simp_rw [c, Finset.sum_mul]
  rw [Finset.sum_comm, Finset.mul_sum]
  refine Finset.sum_congr rfl fun k _ => ?_
  -- substitute x = k y, so that only the terms with y in H contribute
  rw [← Equiv.sum_comp (Equiv.mulLeft (k : G))]
  have t : ∀ y : G, (if (k : G)⁻¹ * Equiv.mulLeft (k : G) y ∈ H then (1 : ℂ) else 0)
      * F (Equiv.mulLeft (k : G) y) = (if y ∈ H then (1 : ℂ) else 0) * F k := by
    intro y
    have e : Equiv.mulLeft (k : G) y = k * y := rfl
    rw [e, inv_mul_cancel_left]
    by_cases hy : y ∈ H
    · rw [hF _ _ hy]
    · simp [hy]
  rw [Finset.sum_congr rfl (fun y _ => t y), ← Finset.sum_mul, Finset.sum_boole, hc]

/-- At the identity, the induced function is the index of `H` in `G` times `ψ(1)`. -/
theorem ind_one (H : Subgroup G) (ψ : H → ℂ) :
    ind H ψ 1 = (Nat.card G : ℂ) / (Nat.card H : ℂ) * ψ 1 := by
  have t : ∀ x : G, conjValue H ψ 1 x = ψ 1 := by
    intro x
    have e : x⁻¹ * 1 * x = 1 := by group
    have m : x⁻¹ * 1 * x ∈ H := by
      rw [e]
      exact H.one_mem
    rw [conjValue, dif_pos m]
    exact congrArg ψ (Subtype.ext e)
  rw [ind, Finset.sum_congr rfl (fun x _ => t x), Finset.sum_const, Finset.card_univ,
    nsmul_eq_mul, Nat.card_eq_fintype_card (α := G)]
  ring

/-- If every element of `G` is a product `k * h` with `k` in `K` and `h` in `H`, then inducing a
class function from `H` to `G` and restricting it to `K` equals restricting it to the intersection
and inducing to `K`. -/
theorem restrict_ind (K H : Subgroup G) (hG : Factorises K H) (ψ : H → ℂ)
    (hψ : IsClassFn ψ) :
    (fun k : K => ind H ψ (k : G)) = ind (H.subgroupOf K) (resInter K H ψ) := by
  funext k
  have w := sum_factorCount K H (conjValue H ψ k)
    (fun x h hh => conjValue_mul_right H ψ hψ k x h hh)
  -- every element has the same number of factorisations
  have c : ∀ x : G, factorCount K H x = Nat.card (H.subgroupOf K) := by
    intro x
    obtain ⟨a, ha, b, hb, rfl⟩ := hG x
    exact factorCount_mul K H a b ha hb
  simp_rw [c] at w
  rw [← Finset.mul_sum] at w
  have s : ∀ x : K, conjValue (H.subgroupOf K) (resInter K H ψ) k x
      = conjValue H ψ (k : G) (x : G) := fun _ => rfl
  have h1 : (Nat.card H : ℂ) ≠ 0 := Nat.cast_ne_zero.mpr Nat.card_pos.ne'
  have h2 : (Nat.card (H.subgroupOf K) : ℂ) ≠ 0 := Nat.cast_ne_zero.mpr Nat.card_pos.ne'
  simp only [ind, s]
  rw [inv_mul_eq_div, inv_mul_eq_div, div_eq_div_iff h1 h2]
  linear_combination w

/-- Induction followed by restriction to `K` agrees with restriction to the intersection followed by
induction, for all class functions on `H`, exactly when every element of `G` is a product `k * h`
with `k` in `K` and `h` in `H`. -/
theorem factorises_iff_restrict_ind (K H : Subgroup G) :
    Factorises K H ↔ ∀ ψ : H → ℂ, IsClassFn ψ →
      (fun k : K => ind H ψ (k : G)) = ind (H.subgroupOf K) (resInter K H ψ) := by
  refine ⟨restrict_ind K H, fun hall x₀ => ?_⟩
  by_contra hx₀
  have hzero : ∀ x : G, (¬ ∃ k ∈ K, ∃ h ∈ H, x = k * h) → factorCount K H x = 0 := by
    intro x hx
    have : IsEmpty {k : K // (k : G)⁻¹ * x ∈ H} :=
      ⟨fun k => hx ⟨k.1, k.1.2, _, k.2, (mul_inv_cancel_left _ _).symm⟩⟩
    exact Nat.card_of_isEmpty
  have hle : ∀ x : G, factorCount K H x ≤ Nat.card (H.subgroupOf K) := by
    intro x
    by_cases hx : ∃ k ∈ K, ∃ h ∈ H, x = k * h
    · obtain ⟨a, ha, b, hb, rfl⟩ := hx
      exact (factorCount_mul K H a b ha hb).le
    · rw [hzero x hx]
      exact Nat.zero_le _
  -- compare dimensions for the trivial character
  have d : ind H (fun _ => 1) ((1 : K) : G)
      = ind (H.subgroupOf K) (resInter K H (fun _ => 1)) 1 :=
    congrFun (hall (fun _ => 1) (fun _ _ => rfl)) 1
  rw [Subgroup.coe_one, ind_one, ind_one] at d
  have d' : (Nat.card G : ℂ) / (Nat.card H : ℂ) * 1
      = (Nat.card K : ℂ) / (Nat.card (H.subgroupOf K) : ℂ) * 1 := d
  rw [mul_one, mul_one, div_eq_div_iff (Nat.cast_ne_zero.mpr Nat.card_pos.ne')
    (Nat.cast_ne_zero.mpr Nat.card_pos.ne')] at d'
  have dN : Nat.card G * Nat.card (H.subgroupOf K) = Nat.card K * Nat.card H := by
    exact_mod_cast d'
  have w := sum_factorCount K H (fun _ => 1) (fun _ _ _ => rfl)
  simp only [mul_one, Finset.sum_const, Finset.card_univ, nsmul_eq_mul] at w
  have wN : ∑ x : G, factorCount K H x = Nat.card H * Nat.card K := by
    rw [Nat.card_eq_fintype_card (α := K)]
    exact_mod_cast w
  -- an element without factorisation makes the count too small
  have lt : ∑ x : G, factorCount K H x < ∑ _x : G, Nat.card (H.subgroupOf K) :=
    Finset.sum_lt_sum (fun x _ => hle x)
      ⟨x₀, Finset.mem_univ _, by rw [hzero x₀ hx₀]; exact Nat.card_pos⟩
  rw [wN, Finset.sum_const, Finset.card_univ, smul_eq_mul, ← Nat.card_eq_fintype_card, dN] at lt
  linarith [mul_comm (Nat.card H) (Nat.card K)]

/-- If every element of `G` is a product `k * h` with `k` in `K` and `h` in `H`, and `H` and `K`
share only the identity, then the function induced from any function `ψ` on `H` restricts on `K` to
`ψ(1)` times the regular character of `K`. -/
theorem restrict_ind_of_disjoint (K H : Subgroup G) (hG : Factorises K H)
    (hd : Disjoint H K) (ψ : H → ℂ) (k : K) :
    ind H ψ (k : G) = if k = 1 then (Nat.card K : ℂ) * ψ 1 else 0 := by
  split_ifs with h1
  · subst h1
    have hc : Nat.card (H.subgroupOf K) = 1 := by
      rw [Subgroup.subgroupOf_eq_bot.mpr hd]
      exact Subgroup.card_bot
    have d : ind H (fun _ => ψ 1) ((1 : K) : G)
        = ind (H.subgroupOf K) (resInter K H (fun _ => ψ 1)) 1 :=
      congrFun (restrict_ind K H hG (fun _ => ψ 1) (fun _ _ => rfl)) 1
    rw [Subgroup.coe_one, ind_one, ind_one, hc] at d
    have t : (Nat.card G : ℂ) / (Nat.card H : ℂ) * ψ 1
        = (Nat.card K : ℂ) / ((1 : ℕ) : ℂ) * ψ 1 := d
    rw [Subgroup.coe_one, ind_one, t, Nat.cast_one, div_one]
  · -- no conjugate of a non-trivial element of K lies in H
    have z : ∀ x : G, conjValue H ψ k x = 0 := by
      intro x
      obtain ⟨a, ha, b, hb, rfl⟩ := hG x
      refine dif_neg fun m => h1 ?_
      have q := H.mul_mem (H.mul_mem hb m) (H.inv_mem hb)
      have e : b * ((a * b)⁻¹ * (k : G) * (a * b)) * b⁻¹ = a⁻¹ * k * a := by group
      rw [e] at q
      have u : a⁻¹ * (k : G) * a = 1 :=
        Subgroup.disjoint_def.mp hd q (K.mul_mem (K.mul_mem (K.inv_mem ha) k.2) ha)
      apply Subtype.ext
      calc (k : G) = a * (a⁻¹ * k * a) * a⁻¹ := by group
        _ = 1 := by rw [u]; group
    simp [ind, z]

/-- In a dihedral group every element is a product of a rotation and an element of the subgroup
generated by one fixed reflection. -/
theorem dihedral_factorises_witness (n : ℕ) :
    Factorises (Subgroup.zpowers (DihedralGroup.r (1 : ZMod n)))
      (Subgroup.zpowers (DihedralGroup.sr (0 : ZMod n))) := by
  have hr : ∀ i : ZMod n, DihedralGroup.r i ∈ Subgroup.zpowers (DihedralGroup.r (1 : ZMod n)) := by
    intro i
    obtain ⟨m, rfl⟩ := ZMod.intCast_surjective i
    exact Subgroup.mem_zpowers_iff.mpr ⟨m, DihedralGroup.r_one_zpow m⟩
  intro g
  cases g with
  | r i => exact ⟨_, hr i, 1, Subgroup.one_mem _, (mul_one _).symm⟩
  | sr i =>
    refine ⟨_, hr (-i), _, Subgroup.mem_zpowers _, ?_⟩
    rw [DihedralGroup.r_mul_sr, sub_neg_eq_add, zero_add]

end DescentOfInducedCharacters
```

```lean
#print axioms DescentOfInducedCharacters.factorises_iff_restrict_ind
#print axioms DescentOfInducedCharacters.restrict_ind_of_disjoint
```

```
'DescentOfInducedCharacters.factorises_iff_restrict_ind' depends on axioms: [propext, Classical.choice, Quot.sound]
'DescentOfInducedCharacters.restrict_ind_of_disjoint' depends on axioms: [propext, Classical.choice, Quot.sound]
```

## From the count to the code

`conjValue_mul_right` is the invariance $F(xh)=F(x)$. It separates the cases in which the conjugate is inside or outside $H$, and `group` checks the identities between products.

`factorCount_mul` passes the bijection $y\mapsto y^{-1}k$ to `Nat.card_congr`. In `sum_factorCount`, the count becomes a sum of zeros and ones, `Finset.sum_comm` exchanges the sums, and `Equiv.sum_comp` makes the substitution $x=ky$, after which only $y\in H$ contributes.

`restrict_ind` combines these lemmas. Its step `s` identifies the conjugate values computed in $K$ with those computed in $G$; they agree by definition, which is the benefit of placing the intersection inside $K$. Then `linear_combination w` closes the equation with denominators cleared.

`ind_one` evaluates an induced function at the identity. The converse in `factorises_iff_restrict_ind` uses it on both sides for $\psi=1$, transfers the equation from complex to natural numbers, and obtains the strict inequality from `Finset.sum_lt_sum`.

`restrict_ind_of_disjoint` treats $k\ne1$ by the conjugation argument above. At the identity it applies `restrict_ind` to the constant function with value $\psi(1)$, which is a class function even when $\psi$ is not.

`dihedral_factorises_witness` obtains every rotation as a power of `r 1`, and writes `sr i` as the product of `r (-i)` and `sr 0`.
